# With Boltzmann statistics, separating bands of fixed weight lowers the peak thermoelectric power factor

Take two bands of equal weight, one with its edge at energy 0 and the other at $t\ge 0$, in units of $k_BT$. Equal weight means that the bands conduct equally well when their edges coincide. Both hold the same type of carrier, with the same mean energy above the band edge, weighted by contribution to the conductivity. The carriers are taken to be nondegenerate, so that they follow Boltzmann statistics. At fixed Fermi level, raising the second band from 0 to $t>0$ reduces the Boltzmann sum $Z=1+e^{-t}$, which lowers the conductivity. It also gives the carriers a mean offset $D=t\,m$, with $m=1/(e^t+1)$, which puts the Seebeck coefficient above its value for aligned bands. With the Fermi level optimised, the power factor is proportional to $Ze^{D}$, as derived below. Since $(\log Z)'=-m$,

$$(\log Z+t\,m)'=-m+m+t\,m'=-\frac{t\,e^t}{(e^t+1)^2}.$$

The $-m$ from the conductivity cancels the $+m$ in $D'=m+t\,m'$, and the term that remains is negative for $t>0$. The peak power factor therefore falls as the bands separate. At the optimal Fermi level the Seebeck coefficient has the same magnitude, $2k_B/e$, for every $t$, and the loss is in the conductivity. At a fixed Fermi level above the optimum for aligned bands, by contrast, a small separation can raise the power factor.

At $t=\log 2$, for instance, $Z=3/2$, $m=1/3$ and $Ze^D=\tfrac32\,2^{1/3}\approx1.89$, against $2$ for aligned bands: a loss of about 5.5%.

## Parallel bands with Boltzmann statistics

Let the bands form a finite set `ι`. Band $i$ has weight $a_i>0$, which collects its degeneracy, effective mass and mobility, and its edge lies at $t\,d_i$ with $d_i$ real.

In Lean 4 with Mathlib:

```lean
import Mathlib

open Finset

noncomputable section

namespace BandConvergence

variable {ι : Type*} [Fintype ι]
```

The band sum is $Z(t)=\sum_i a_i e^{-t d_i}$.

```lean
/-- The band sum `Z`: weights `a i` times Boltzmann factors of the band offsets `t * d i`. -/
def bandSum (a d : ι → ℝ) (t : ℝ) : ℝ := ∑ i, a i * Real.exp (-(t * d i))
```

The weighted mean of the $d_i$ is $m(t)=Z^{-1}\sum_i a_i e^{-t d_i}d_i$, and the mean offset is $D=t\,m(t)$.

```lean
/-- The Boltzmann-weighted mean of `d`, so that the mean offset is `D = t * meanSplitting a d t`.
Its domain is `bandSum a d t ≠ 0`. -/
def meanSplitting (a d : ι → ℝ) (t : ℝ) : ℝ :=
  (∑ i, a i * Real.exp (-(t * d i)) * d i) / bandSum a d t
```

At reduced Fermi level $h$, the conductivities add to $\sigma=\sum_i a_i e^{h-t d_i}$, in arbitrary units.

```lean
/-- Total conductivity of parallel nondegenerate bands at reduced Fermi level `h`. -/
def conductivity (a d : ι → ℝ) (t h : ℝ) : ℝ := ∑ i, a i * Real.exp (h - t * d i)
```

Band $i$ alone has Seebeck coefficient $c+t d_i-h$, as a magnitude in units of $k_B/e$. The constant $c$ is the mean energy of the carriers above the band edge, in units of $k_BT$, weighted by their contribution to the conductivity. It is $r+5/2$ for three-dimensional parabolic bands with relaxation time proportional to $E^r$, where $E$ is measured from the band edge. The total $S$ is the conductivity-weighted mean.

```lean
/-- Total reduced Seebeck coefficient: the conductivity-weighted mean of the band values
`c + t * d i - h`. Its domain is nonzero total conductivity. -/
def seebeck (a d : ι → ℝ) (c t h : ℝ) : ℝ :=
  (∑ i, a i * Real.exp (h - t * d i) * (c + t * d i - h)) / conductivity a d t h
```

The power factor is $S^2\sigma$.

```lean
/-- The thermoelectric power factor: Seebeck coefficient squared times conductivity,
for nonzero total conductivity. -/
def powerFactor (a d : ι → ℝ) (c t h : ℝ) : ℝ :=
  seebeck a d c t h ^ 2 * conductivity a d t h
```

Its peak is the supremum over $h\le c+D$, the range where $S\ge0$. Above that range the Boltzmann formula grows without bound, far from where it describes a semiconductor.

```lean
/-- The supremum of the power factor over reduced Fermi levels `h ≤ c + D`,
for nonzero band sum. -/
def peakPower (a d : ι → ℝ) (c t : ℝ) : ℝ :=
  sSup (powerFactor a d c t '' Set.Iic (c + t * meanSplitting a d t))
```

The model has one carrier type, a common $c$, and weights that do not change with $t$, so it leaves out any extra interband scattering that alignment may bring.

## The optimal Fermi level

With at least one band and positive weights, $Z>0$, so the mean can be multiplied out.

```lean
variable [Nonempty ι] {a : ι → ℝ}

private lemma bandSum_pos (ha : ∀ i, 0 < a i) (d : ι → ℝ) (t : ℝ) : 0 < bandSum a d t :=
  Finset.sum_pos (fun i _ => mul_pos (ha i) (Real.exp_pos _)) Finset.univ_nonempty

private lemma sum_eq_mean_mul (ha : ∀ i, 0 < a i) (d : ι → ℝ) (t : ℝ) :
    ∑ i, a i * Real.exp (-(t * d i)) * d i = meanSplitting a d t * bandSum a d t := by
  unfold meanSplitting
  rw [div_mul_cancel₀ _ (bandSum_pos ha d t).ne']
```

Factoring $e^h$ from every term gives $\sigma=e^hZ$ and $S=c+D-h$, hence

$$S^2\sigma=e^hZ\,(c+D-h)^2.$$

In the proof these are `hσ` and `hS`, with `hN` supplying the numerator of $S$.

```lean
/-- For positive weights the power factor of the bands together is `exp(h) Z (c + D - h)²`. -/
theorem powerFactor_eq (ha : ∀ i, 0 < a i) (d : ι → ℝ) (c t h : ℝ) :
    powerFactor a d c t h =
      Real.exp h * bandSum a d t * (c + t * meanSplitting a d t - h) ^ 2 := by
  have hE : ∀ x y : ℝ, Real.exp (x - y) = Real.exp x * Real.exp (-y) := fun x y => by
    rw [← Real.exp_add, sub_eq_add_neg]
  have hσ : conductivity a d t h = Real.exp h * bandSum a d t := by
    unfold conductivity bandSum
    rw [Finset.mul_sum]
    refine Finset.sum_congr rfl fun i _ => ?_
    rw [hE]
    ring
  have hN : ∑ i, a i * Real.exp (h - t * d i) * (c + t * d i - h) =
      Real.exp h * ((c - h) * bandSum a d t
        + t * ∑ i, a i * Real.exp (-(t * d i)) * d i) := by
    unfold bandSum
    rw [Finset.mul_sum, Finset.mul_sum, ← Finset.sum_add_distrib, Finset.mul_sum]
    refine Finset.sum_congr rfl fun i _ => ?_
    rw [hE]
    ring
  have hS : seebeck a d c t h = c + t * meanSplitting a d t - h := by
    unfold seebeck
    rw [hN, hσ, sum_eq_mean_mul ha,
      div_eq_iff (mul_pos (Real.exp_pos h) (bandSum_pos ha d t)).ne']
    ring
  unfold powerFactor
  rw [hS, hσ]
  ring
```

Put $x=c+D-h\ge0$. The bound $1+u\le e^u$ at $u=x/2-1$ gives $x/2\le e^{x/2-1}$. Squaring (`h2`) and multiplying by $e^hZ$ gives

$$e^hZx^2\le 4e^{c+D-2}Z,$$

with equality at $x=2$. `IsGreatest` records both the bound and its attainment. The optimum has $S=2$; for $c=2$ and edges aligned at zero this puts $h$ at the band edge, where Boltzmann statistics is only rough.

```lean
/-- For positive weights the power factor attains its maximum over `h ≤ c + D`,
and the maximum is `4 exp(c + D - 2) Z`. -/
theorem isGreatest_powerFactor (ha : ∀ i, 0 < a i) (d : ι → ℝ) (c t : ℝ) :
    IsGreatest (powerFactor a d c t '' Set.Iic (c + t * meanSplitting a d t))
      (4 * Real.exp (c + t * meanSplitting a d t - 2) * bandSum a d t) := by
  constructor
  · refine ⟨c + t * meanSplitting a d t - 2, Set.mem_Iic.2 (by linarith), ?_⟩
    rw [powerFactor_eq ha]
    ring
  · rintro _ ⟨h, hh, rfl⟩
    have hx : h ≤ c + t * meanSplitting a d t := hh
    rw [powerFactor_eq ha]
    obtain ⟨y, hy⟩ : ∃ y, y = c + t * meanSplitting a d t := ⟨_, rfl⟩
    rw [← hy] at hx ⊢
    -- the tangent bound for exp, squared
    have h1 := Real.add_one_le_exp ((y - h) / 2 - 1)
    have h2 : ((y - h) / 2) ^ 2 ≤ Real.exp ((y - h) / 2 - 1) ^ 2 :=
      pow_le_pow_left₀ (by linarith) (by linarith) 2
    have h3 : Real.exp h * Real.exp ((y - h) / 2 - 1) ^ 2 = Real.exp (y - 2) := by
      rw [sq, ← Real.exp_add, ← Real.exp_add]
      congr 1
      ring
    have h4 := mul_le_mul_of_nonneg_left h2
      (mul_pos (Real.exp_pos h) (bandSum_pos ha d t)).le
    rw [← h3]
    linarith
```

The supremum is therefore this maximum.

```lean
private lemma peakPower_eq (ha : ∀ i, 0 < a i) (d : ι → ℝ) (c t : ℝ) :
    peakPower a d c t = 4 * Real.exp (c + t * meanSplitting a d t - 2) * bandSum a d t :=
  (isGreatest_powerFactor ha d c t).csSup_eq
```

## Why separation lowers the peak

Suppose the $d_i$ are not all equal, and let $s\ne t$. Write $m=m(t)$ and $p_i=a_ie^{-t d_i}$. Some $d_k$ differs from $m$, so $1+u<e^u$ is strict for that band, and summing over bands (`key`) gives

$$Z(t)=\sum_i p_i\,[1+(t-s)(d_i-m)]<\sum_i p_i\,e^{(t-s)(d_i-m)}=e^{-(t-s)m}Z(s).$$

The two equalities are `e1` and `e2`. Taking logarithms,

$$\log Z(t)+(t-s)\,m(t)<\log Z(s).$$

```lean
/-- Strict Gibbs inequality: for positive weights and `d i` not all equal, `log Z` lies strictly
above its tangent line at `t`, whose slope is minus the mean of `d`, at every `s ≠ t`. -/
theorem gibbs_lt (ha : ∀ i, 0 < a i) {d : ι → ℝ} (hd : ∃ i j, d i ≠ d j) {s t : ℝ}
    (hst : s ≠ t) :
    Real.log (bandSum a d t) + (t - s) * meanSplitting a d t < Real.log (bandSum a d s) := by
  have hw := sum_eq_mean_mul ha d t
  obtain ⟨m, hm⟩ : ∃ m, m = meanSplitting a d t := ⟨_, rfl⟩
  rw [← hm] at hw ⊢
  obtain ⟨k, hk⟩ : ∃ k, d k ≠ m := by
    obtain ⟨i, j, hij⟩ := hd
    by_contra! hc
    exact hij ((hc i).trans (hc j).symm)
  -- deviations from the mean average to zero
  have e1 : ∑ i, a i * Real.exp (-(t * d i)) * ((t - s) * (d i - m) + 1) =
      bandSum a d t := by
    have e : ∑ i, a i * Real.exp (-(t * d i)) * ((t - s) * (d i - m) + 1) =
        (t - s) * (∑ i, a i * Real.exp (-(t * d i)) * d i)
          + (1 - (t - s) * m) * bandSum a d t := by
      unfold bandSum
      rw [Finset.mul_sum, Finset.mul_sum, ← Finset.sum_add_distrib]
      exact Finset.sum_congr rfl fun i _ => by ring
    rw [e, hw]
    ring
  -- reweighting from t to s
  have e2 : ∑ i, a i * Real.exp (-(t * d i)) * Real.exp ((t - s) * (d i - m)) =
      Real.exp (-((t - s) * m)) * bandSum a d s := by
    unfold bandSum
    rw [Finset.mul_sum]
    refine Finset.sum_congr rfl fun i _ => ?_
    have e : Real.exp (-(t * d i)) * Real.exp ((t - s) * (d i - m)) =
        Real.exp (-((t - s) * m)) * Real.exp (-(s * d i)) := by
      rw [← Real.exp_add, ← Real.exp_add]
      congr 1
      ring
    linear_combination a i * e
  have key : ∑ i, a i * Real.exp (-(t * d i)) * ((t - s) * (d i - m) + 1) <
      ∑ i, a i * Real.exp (-(t * d i)) * Real.exp ((t - s) * (d i - m)) :=
    Finset.sum_lt_sum
      (fun i _ => mul_le_mul_of_nonneg_left (Real.add_one_le_exp _)
        (mul_pos (ha i) (Real.exp_pos _)).le)
      ⟨k, Finset.mem_univ k, mul_lt_mul_of_pos_left
        (Real.add_one_lt_exp (mul_ne_zero (sub_ne_zero.2 hst.symm) (sub_ne_zero.2 hk)))
        (mul_pos (ha k) (Real.exp_pos _))⟩
  rw [e1, e2] at key
  have hl := Real.log_lt_log (bandSum_pos ha d t) key
  rw [Real.log_mul (Real.exp_pos _).ne' (bandSum_pos ha d s).ne', Real.log_exp] at hl
  linarith
```

For $s<t$, add this inequality to the one with $s$ and $t$ exchanged. The logarithms cancel, leaving $(t-s)(m(t)-m(s))<0$: the mean decreases.

```lean
/-- For positive weights and `d i` not all equal, the weighted mean of `d` strictly decreases
as `t` grows. -/
theorem meanSplitting_lt (ha : ∀ i, 0 < a i) {d : ι → ℝ} (hd : ∃ i j, d i ≠ d j) {s t : ℝ}
    (hst : s < t) : meanSplitting a d t < meanSplitting a d s := by
  have g1 := gibbs_lt ha hd hst.ne
  have g2 := gibbs_lt ha hd hst.ne'
  by_contra! hc
  nlinarith [mul_nonneg (sub_nonneg.2 hst.le) (sub_nonneg.2 hc)]
```

## Aligned and separated edges

If every $d_i=\delta$, then $Z=e^{-t\delta}\sum_i a_i$ and $D=t\delta$. The exponentials cancel, and the peak is $4e^{c-2}\sum_i a_i$ for every $t$.

```lean
/-- For positive weights and all `d i` equal, the peak power factor is
`4 exp(c - 2) ∑ a i` at every `t`. -/
theorem peakPower_of_aligned (ha : ∀ i, 0 < a i) {d : ι → ℝ} (hd : ∀ i j, d i = d j)
    (c t : ℝ) : peakPower a d c t = 4 * Real.exp (c - 2) * ∑ i, a i := by
  obtain ⟨δ, hδ⟩ : ∃ δ, ∀ i, d i = δ := ⟨d (Classical.arbitrary ι), fun i => hd i _⟩
  have hZ : bandSum a d t = Real.exp (-(t * δ)) * ∑ i, a i := by
    unfold bandSum
    rw [Finset.mul_sum]
    refine Finset.sum_congr rfl fun i _ => ?_
    rw [hδ i]
    ring
  have hm : meanSplitting a d t = δ := by
    refine mul_right_cancel₀ (bandSum_pos ha d t).ne' ?_
    rw [← sum_eq_mean_mul ha]
    unfold bandSum
    rw [Finset.mul_sum]
    refine Finset.sum_congr rfl fun i _ => ?_
    rw [hδ i]
    ring
  have e : Real.exp (c + t * δ - 2) * Real.exp (-(t * δ)) = Real.exp (c - 2) := by
    rw [← Real.exp_add]
    congr 1
    ring
  rw [peakPower_eq ha, hm, hZ]
  linear_combination 4 * (∑ i, a i) * e
```

Otherwise, for $0\le s<t$, the two inequalities combine to

$$\log Z(t)+t\,m(t)<\log Z(s)+s\,m(t)\le\log Z(s)+s\,m(s).$$

The last step uses $s\ge0$. The peak is $4e^{c-2}$ times the exponential of $\log Z+D$ (`form`), so it strictly decreases. `StrictAntiOn … (Set.Ici 0)` states this for $t\ge0$; the converse holds because the aligned peak is constant.

```lean
/-- Band convergence: for positive weights, the peak power factor is strictly decreasing in
`t ≥ 0` if and only if the `d i` are not all equal. -/
theorem peakPower_strictAntiOn_iff (ha : ∀ i, 0 < a i) (d : ι → ℝ) (c : ℝ) :
    StrictAntiOn (peakPower a d c) (Set.Ici 0) ↔ ∃ i j, d i ≠ d j := by
  constructor
  · intro h
    by_contra! hc
    have h01 := h (Set.mem_Ici.2 le_rfl) (Set.mem_Ici.2 zero_le_one) (zero_lt_one' ℝ)
    rw [peakPower_of_aligned ha hc, peakPower_of_aligned ha hc] at h01
    exact lt_irrefl _ h01
  · intro hd s hs t _ hst
    have hs0 : 0 ≤ s := hs
    -- write the peak as a single exponential of log Z + D
    have form : ∀ u, peakPower a d c u =
        4 * Real.exp (c + u * meanSplitting a d u - 2 + Real.log (bandSum a d u)) := by
      intro u
      rw [peakPower_eq ha, Real.exp_add _ (Real.log _), Real.exp_log (bandSum_pos ha d u)]
      ring
    have g := gibbs_lt ha hd hst.ne
    have hm := mul_nonneg hs0 (sub_nonneg.2 (meanSplitting_lt ha hd hst).le)
    have hlt := Real.exp_lt_exp.2 (show
      c + t * meanSplitting a d t - 2 + Real.log (bandSum a d t) <
        c + s * meanSplitting a d s - 2 + Real.log (bandSum a d s) by nlinarith)
    rw [form s, form t]
    linarith
```

Comparing $t>0$ with $t=0$ puts the peak for unequal edges strictly below the aligned value. For band edges taken from an electronic-structure calculation, this favours alignment within the nondegenerate, fixed-weight model; it concerns the power factor, not the full efficiency, which also depends on thermal conductivity.

```lean
/-- For positive weights, `d i` not all equal and `t > 0`, the peak power factor lies strictly
below `4 exp(c - 2) ∑ a i`, the value for coinciding band edges. -/
theorem peakPower_lt_converged (ha : ∀ i, 0 < a i) {d : ι → ℝ} (hd : ∃ i j, d i ≠ d j)
    (c : ℝ) {t : ℝ} (ht : 0 < t) :
    peakPower a d c t < 4 * Real.exp (c - 2) * ∑ i, a i := by
  have h := (peakPower_strictAntiOn_iff ha d c).2 hd
    (Set.mem_Ici.2 le_rfl) (Set.mem_Ici.2 ht.le) ht
  have h0 : peakPower a d c 0 = 4 * Real.exp (c - 2) * ∑ i, a i := by
    rw [peakPower_eq ha]
    simp [bandSum]
  rwa [h0] at h

end BandConvergence
```

```lean
#print axioms BandConvergence.peakPower_lt_converged
-- 'BandConvergence.peakPower_lt_converged' depends on axioms: [propext, Classical.choice, Quot.sound]
```
